# The error of half-and-half mixing is a weighted integral of the adiabatic-connection curvature

In the adiabatic connection, the exchange-correlation energy is the integral of an integrand W over the coupling constant from 0 to 1, and half-and-half mixing replaces it by the mean of W(0) and W(1). The declaration `mixingError_eq_integral` states that this mean minus the integral equals the integral over [0,1] of x(1 − x)/2 times the second derivative of W. Here W is any real function twice continuously differentiable on [0,1], with one-sided derivatives at the ends; it is not derived from a Hamiltonian or a density, and its endpoint values are taken as exact. The proof packs two integrations by parts into one total derivative, applies the fundamental theorem of calculus, and then separates the integral of W from that of the weighted curvature.

The first attempt, which Lean rejects:

```lean
import Mathlib

open Set

namespace MixingErrorEqIntegral

noncomputable section

/-- The adiabatic-connection integrand `W` is twice continuously differentiable on `[0,1]`,
with first derivative `W₁` and second derivative `W₂` (one-sided at the endpoints). -/
structure IsC2Integrand (W W₁ W₂ : ℝ → ℝ) : Prop where
  deriv_one : ∀ x ∈ Icc (0 : ℝ) 1, HasDerivWithinAt W (W₁ x) (Icc 0 1) x
  deriv_two : ∀ x ∈ Icc (0 : ℝ) 1, HasDerivWithinAt W₁ (W₂ x) (Icc 0 1) x
  cont_two : ContinuousOn W₂ (Icc 0 1)

/-- The exchange-correlation energy: the integral of `W` over the coupling constant. -/
def xcEnergy (W : ℝ → ℝ) : ℝ := ∫ x in (0 : ℝ)..1, W x

/-- Half-and-half mixing of a zero-coupling value `w₀` and a full-coupling value `w₁`. -/
def halfAndHalf (w₀ w₁ : ℝ) : ℝ := (w₀ + w₁) / 2

/-- The half-and-half energy with exact endpoints minus the exchange-correlation energy. -/
def mixingError (W : ℝ → ℝ) : ℝ := halfAndHalf (W 0) (W 1) - xcEnergy W

/-- The weighted curvature is continuous on `[0,1]` for a twice continuously differentiable
integrand. -/
theorem continuousOn_weighted {W W₁ W₂ : ℝ → ℝ} (h : IsC2Integrand W W₁ W₂) :
    ContinuousOn (fun x : ℝ => x * (1 - x) / 2 * W₂ x) (Icc 0 1) := by
  have hk : ContinuousOn (fun x : ℝ => x * (1 - x) / 2) (Icc 0 1) := by fun_prop
  exact hk.mul h.cont_two

/-- Exact error formula: for a twice continuously differentiable integrand, the half-and-half
error is the integral of its curvature with weight `x (1 - x) / 2`. -/
theorem mixingError_eq_integral {W W₁ W₂ : ℝ → ℝ} (h : IsC2Integrand W W₁ W₂) :
    mixingError W = ∫ x in (0 : ℝ)..1, x * (1 - x) / 2 * W₂ x := by
  have hW : ContinuousOn W (Icc 0 1) := fun x hx => (h.deriv_one x hx).continuousWithinAt
  have hW₁ : ContinuousOn W₁ (Icc 0 1) := fun x hx => (h.deriv_two x hx).continuousWithinAt
  have hKi := (continuousOn_weighted h).intervalIntegrable_of_Icc zero_le_one
  have hWi := hW.intervalIntegrable_of_Icc zero_le_one
  have hk : ContinuousOn (fun x : ℝ => x * (1 - x) / 2) (Icc 0 1) := by fun_prop
  have hl : ContinuousOn (fun x : ℝ => (1 - 2 * x) / 2) (Icc 0 1) := by fun_prop
  have hF : ContinuousOn (fun y : ℝ => y * (1 - y) / 2 * W₁ y - (1 - 2 * y) / 2 * W y)
      (Icc 0 1) := (hk.mul hW₁).sub (hl.mul hW)
  -- Two integrations by parts, packed into one total derivative.
  have hd : ∀ x ∈ Ioo (0 : ℝ) 1,
      HasDerivAt (fun y : ℝ => y * (1 - y) / 2 * W₁ y - (1 - 2 * y) / 2 * W y)
        (x * (1 - x) / 2 * W₂ x + W x) x := by
    intro x hx
    have d1 := (h.deriv_one x (Ioo_subset_Icc_self hx)).hasDerivAt (Icc_mem_nhds hx.1 hx.2)
    have d2 := (h.deriv_two x (Ioo_subset_Icc_self hx)).hasDerivAt (Icc_mem_nhds hx.1 hx.2)
    have hp : HasDerivAt (fun y : ℝ => y * (1 - y) / 2) ((1 - 2 * x) / 2) x :=
      (((hasDerivAt_id' x).fun_mul ((hasDerivAt_id' x).const_sub 1)).div_const 2).congr_deriv
        (by ring)
    have hq : HasDerivAt (fun y : ℝ => (1 - 2 * y) / 2) (-1) x :=
      ((((hasDerivAt_id' x).const_mul 2).const_sub 1).div_const 2).congr_deriv (by ring)
    exact ((hp.fun_mul d2).fun_sub (hq.fun_mul d1)).congr_deriv (by ring)
  have key : ∫ x in (0 : ℝ)..1, (x * (1 - x) / 2 * W₂ x + W x) = (W 0 + W 1) / 2 := by
    refine (intervalIntegral.integral_eq_sub_of_hasDerivAt_of_le zero_le_one hF hd
      (hKi.add hWi)).trans ?_
    show (1 : ℝ) * (1 - 1) / 2 * W₁ 1 - (1 - 2 * 1) / 2 * W 1
      - (0 * (1 - 0) / 2 * W₁ 0 - (1 - 2 * 0) / 2 * W 0) = (W 0 + W 1) / 2
    ring
  rw [intervalIntegral.integral_add hKi hWi] at key
  unfold mixingError halfAndHalf xcEnergy
  linarith

end

end MixingErrorEqIntegral
```

Compiling this gives:

```
Main.lean:38:14: error: typeclass instance problem is stuck
  MeasureTheory.IsLocallyFiniteMeasure ?m.93

Note: Lean will not try to resolve this typeclass instance problem because the fourth type argument to `MeasureTheory.IsLocallyFiniteMeasure` is a metavariable. This argument must be fully determined before Lean will try to resolve the typeclass.

Hint: Adding type annotations and supplying implicit arguments to functions can give Lean more information for typeclass resolution. For example, if you have a variable `x` that you intend to be a `Nat`, but Lean reports it as having an unresolved type like `?m`, replacing `x` with `(x : Nat)` can get typeclass resolution un-stuck.
```

The message says that Lean needs an instance of `MeasureTheory.IsLocallyFiniteMeasure` for a measure it has not been told. It points at the right-hand side of `hKi`. The lemma `intervalIntegrable_of_Icc` gives integrability with respect to a measure that is an implicit argument. Neither the continuity hypothesis nor `zero_le_one` mentions a measure, and a `have` without a stated type supplies none either. The measure therefore stays a metavariable, and the instance search is stuck.

The diff states the type of `hKi` as `IntervalIntegrable` with respect to `MeasureTheory.volume` between 0 and 1. This fixes the measure, so the instance can be found. It is also the measure of the integrals in the theorem, so `hKi` fits its later uses.

`hWi` leaves the measure open in the same way, though the message names only the earlier line. Its new type closes that gap too. The mathematical argument is unchanged.

The mended proof, as a diff:

```diff
@@ -36,6 +36,9 @@
   have hW : ContinuousOn W (Icc 0 1) := fun x hx => (h.deriv_one x hx).continuousWithinAt
   have hW₁ : ContinuousOn W₁ (Icc 0 1) := fun x hx => (h.deriv_two x hx).continuousWithinAt
-  have hKi := (continuousOn_weighted h).intervalIntegrable_of_Icc zero_le_one
-  have hWi := hW.intervalIntegrable_of_Icc zero_le_one
+  have hKi : IntervalIntegrable (fun x : ℝ => x * (1 - x) / 2 * W₂ x)
+      MeasureTheory.volume 0 1 :=
+    (continuousOn_weighted h).intervalIntegrable_of_Icc zero_le_one
+  have hWi : IntervalIntegrable W MeasureTheory.volume 0 1 :=
+    hW.intervalIntegrable_of_Icc zero_le_one
   have hk : ContinuousOn (fun x : ℝ => x * (1 - x) / 2) (Icc 0 1) := by fun_prop
   have hl : ContinuousOn (fun x : ℝ => (1 - 2 * x) / 2) (Icc 0 1) := by fun_prop
```
